# A kink at r = 1 in the lowest eigenvalue of T/r² + V/r for T = diag(0,1) and V = diag(0,−1)

**Definitions and conventions.** The density parameter r is a positive real number, in the role of the Wigner–Seitz radius rₛ of the electron gas. When lengths are measured in units of r, the kinetic-energy operator acquires the factor 1/r² and the Coulomb operator the factor 1/r. This is a statement about the operators: their expectation values in the ground state need not follow these powers, since the ground state can change with r. Here T and V are real 2×2 matrices that don't depend on r, and the Hamiltonian is

H(r) = T/r² + V/r.

This is a two-level model with dimensionless numbers; the electron gas itself is not treated.

```lean
import Mathlib

open Matrix Set Filter Topology

namespace LevelCrossingKink

noncomputable section
```

In Lean, `scaledHamiltonian T V r` is H(r).

```lean
/-- The Hamiltonian `T/r² + V/r`, with kinetic part `T` and interaction part `V`, at density
parameter `r`. -/
def scaledHamiltonian (T V : Matrix (Fin 2) (Fin 2) ℝ) (r : ℝ) : Matrix (Fin 2) (Fin 2) ℝ :=
  (1 / r ^ 2) • T + (1 / r) • V
```

An energy level of H is a real number E with Hx = Ex for some nonzero real vector x. The vector need not be normalised, since rescaling it leaves E unchanged.

```lean
/-- The energy levels of `H`: all real `E` with `H x = E x` for some nonzero state `x`. -/
def energyLevels (H : Matrix (Fin 2) (Fin 2) ℝ) : Set ℝ :=
  {E | ∃ x : Fin 2 → ℝ, x ≠ 0 ∧ H *ᵥ x = E • x}
```

The ground energy is the infimum of the set of energy levels. Part (b) shows that it is attained for symmetric H, the only case used below.

```lean
/-- The ground energy: the infimum of the energy levels. -/
def groundEnergy (H : Matrix (Fin 2) (Fin 2) ℝ) : ℝ := sInf (energyLevels H)
```

The ground energy could also have been defined variationally, as the minimum of x·Hx / x·x over nonzero x. For symmetric H this gives the same number, so the results below would keep their content, and (b) would become a minimisation over states. For a non-symmetric H the variational definition gives the lowest eigenvalue of the symmetric part of H, which is in general a different number.

A single uncoupled level with kinetic coefficient t and interaction coefficient v has the energy t/r² + v/r.

```lean
/-- The energy `t/r² + v/r` of a single uncoupled level. -/
def level (t v r : ℝ) : ℝ := t / r ^ 2 + v / r
```

## (a) The secular equation

**Task.** Show that E is an energy level of the symmetric matrix with rows (a, b) and (b, d) exactly when (a − E)(d − E) − b² = 0.

**Solution.** With components x 0 and x 1, the eigenvalue equation reads

(a − E) x 0 + b x 1 = 0,
b x 0 + (d − E) x 1 = 0.

Let D = (a − E)(d − E) − b². Eliminating either component gives D x 0 = 0 and D x 1 = 0, so a nonzero x forces D = 0. Conversely, if D = 0, the vector (b, E − a) solves both equations. If that vector is zero, then b = 0 and E = a, and (1, 0) is a solution.

In the proof, `key` moves E onto the diagonal, and Mathlib's determinant criterion for a nonzero kernel vector replaces the elimination.

```lean
/-- The energy levels of a symmetric two-level Hamiltonian are the roots of its secular
equation. -/
theorem mem_energyLevels_iff (a b d E : ℝ) :
    E ∈ energyLevels !![a, b; b, d] ↔ (a - E) * (d - E) - b * b = 0 := by
  have key : ∀ x : Fin 2 → ℝ,
      !![a, b; b, d] *ᵥ x = E • x ↔ !![a - E, b; b, d - E] *ᵥ x = 0 := by
    intro x
    simp only [funext_iff, Fin.forall_fin_two]
    simp [Matrix.mulVec, dotProduct, Fin.sum_univ_two]
    constructor <;> rintro ⟨h1, h2⟩ <;> constructor <;> linarith
  have hdet := Matrix.exists_mulVec_eq_zero_iff (M := !![a - E, b; b, d - E])
  rw [Matrix.det_fin_two_of] at hdet
  rw [← hdet]
  constructor
  · rintro ⟨x, hx, h⟩
    exact ⟨x, hx, (key x).1 h⟩
  · rintro ⟨x, hx, h⟩
    exact ⟨x, hx, (key x).2 h⟩
```

## (b) The lowest root

**Task.** Find the lowest energy level of this matrix.

**Solution.** Set s = √((a − d)² + 4b²). Four times the secular expression is

4(a − E)(d − E) − 4b² = (a + d − 2E)² − s².

The roots therefore satisfy a + d − 2E = ±s, and the lower one is

E = (a + d − s)/2.

`IsLeast` says that this number is an energy level and that no energy level lies below it. The first half is an algebraic identity. For the second, a lower root would have a + d − 2E > s ≥ 0, which contradicts the equality of the squares.

```lean
/-- A symmetric two-level Hamiltonian has a lowest energy level, given by the closed
two-level formula. -/
theorem isLeast_energyLevels (a b d : ℝ) :
    IsLeast (energyLevels !![a, b; b, d])
      ((a + d - √((a - d) ^ 2 + 4 * b ^ 2)) / 2) := by
  have hs : √((a - d) ^ 2 + 4 * b ^ 2) ^ 2 = (a - d) ^ 2 + 4 * b ^ 2 :=
    Real.sq_sqrt (by positivity)
  have hs0 : 0 ≤ √((a - d) ^ 2 + 4 * b ^ 2) := Real.sqrt_nonneg _
  generalize √((a - d) ^ 2 + 4 * b ^ 2) = s at hs hs0 ⊢
  constructor
  · rw [mem_energyLevels_iff]
    linear_combination hs / 4
  · intro E hE
    rw [mem_energyLevels_iff] at hE
    by_contra hlt
    have h' : 0 < a + d - 2 * E - s := by linarith [not_le.1 hlt]
    -- every root satisfies (a + d - 2E)² = s²
    have hsq : (a + d - 2 * E) ^ 2 = s ^ 2 := by linear_combination 4 * hE - hs
    nlinarith [mul_pos h' h', mul_nonneg hs0 h'.le]
```

## (c) The uncoupled case

**Task.** Show that for b = 0 the ground energy is min(a, d).

**Solution.** Now s = |a − d|. If a ≤ d, then s = d − a and the formula gives a; if d ≤ a, then s = a − d and it gives d. The Lean proof makes the same case distinction.

```lean
/-- Without coupling, the ground energy is the smaller of the two level energies. -/
theorem groundEnergy_diagonal (a d : ℝ) : groundEnergy !![a, 0; 0, d] = min a d := by
  have h0 : (a - d) ^ 2 + 4 * (0 : ℝ) ^ 2 = (a - d) ^ 2 := by ring
  unfold groundEnergy
  rw [(isLeast_energyLevels a 0 d).csInf_eq, h0, Real.sqrt_sq_eq_abs]
  rcases le_total a d with h | h
  · rw [min_eq_left h, abs_of_nonpos (by linarith)]
    ring
  · rw [min_eq_right h, abs_of_nonneg (by linarith)]
    ring
```

## (d) The matrix at density parameter r

**Task.** Write out H(r) for T = diag(t₁, t₂) and V with rows (v₁, g) and (g, v₂).

**Solution.** Adding entry by entry gives the diagonal elements t₁/r² + v₁/r and t₂/r² + v₂/r, and the off-diagonal element g/r. The coupling g is the interaction matrix element between the two states. It vanishes, for example, when they differ in a quantum number that the interaction conserves. T is taken to be diagonal throughout.

```lean
/-- The scaled two-level Hamiltonian has the single-level energies on its diagonal and the
coupling `g/r` off the diagonal. -/
theorem scaledHamiltonian_eq (t₁ t₂ v₁ v₂ g r : ℝ) :
    scaledHamiltonian !![t₁, 0; 0, t₂] !![v₁, g; g, v₂] r =
      !![level t₁ v₁ r, g / r; g / r, level t₂ v₂ r] := by
  ext i j
  fin_cases i <;> fin_cases j <;> simp [scaledHamiltonian, level] <;> ring
```

## (e) The slope of one level

**Task.** Differentiate t/r² + v/r at r ≠ 0.

**Solution.** The power rule gives

d/dr (t/r² + v/r) = −2t/r³ − v/r².

The proof writes the level in terms of r⁻¹ and applies the product rule to r⁻¹ · r⁻¹.

```lean
/-- The slope of a single level with respect to `r`. -/
theorem hasDerivAt_level (t v : ℝ) {r : ℝ} (hr : r ≠ 0) :
    HasDerivAt (level t v) (-(2 * t / r ^ 3) - v / r ^ 2) r := by
  have h := hasDerivAt_inv hr
  have h2 := ((h.fun_mul h).const_mul t).fun_add (h.const_mul v)
  have e : level t v = fun y => t * (y⁻¹ * y⁻¹) + v * y⁻¹ := by
    funext y
    unfold level
    ring
  rw [e]
  exact h2.congr_deriv (by ring)
```

## (f) One-sided slopes at a crossing

**Task.** Let g = 0 and t₁ ≤ t₂, and suppose that the two levels have equal energy at some r₀ > 0. Find the left and right derivatives of the ground energy at r₀.

**Solution.** Equality of the levels at r₀ gives

v₂ = v₁ − (t₂ − t₁)/r₀.

Inserting this, the gap between level 2 and level 1 at any r > 0 is

(t₂ − t₁)/r² + (v₂ − v₁)/r = ((t₂ − t₁)/r) · (1/r − 1/r₀).

It is nonnegative for r ≤ r₀ and nonpositive for r ≥ r₀. By (c), the ground energy follows level 1 on the left and level 2 on the right. The slopes from (e) are therefore

left: −2t₁/r₀³ − v₁/r₀²,
right: −2t₂/r₀³ − v₂/r₀².

Their difference, right minus left, is

−2(t₂ − t₁)/r₀³ + (t₂ − t₁)/r₀³ = −(t₂ − t₁)/r₀³.

If t₁ = t₂, the levels coincide for all r and the difference is zero.

`HasDerivWithinAt` on `Iic r₀` is the left derivative, and on `Ici r₀` the right derivative. The crossing is the hypothesis `hc`. In the proof, `hv` and `gap` are the first two equations above, and `congr_of_eventuallyEq` replaces the minimum by the lower level near r₀ on the chosen side. On the left, the neighbourhood is also restricted to r > 0.

```lean
/-- If two uncoupled levels with `t₁ ≤ t₂` have equal energy at `r₀ > 0`, the ground energy has
there the slope of level 1 from the left and that of level 2 from the right; the right slope minus
the left slope is `-(t₂ - t₁)/r₀³`. -/
theorem crossing_slopes {t₁ t₂ v₁ v₂ r₀ : ℝ} (hr₀ : 0 < r₀) (ht : t₁ ≤ t₂)
    (hc : level t₁ v₁ r₀ = level t₂ v₂ r₀) :
    HasDerivWithinAt
      (fun r => groundEnergy (scaledHamiltonian !![t₁, 0; 0, t₂] !![v₁, 0; 0, v₂] r))
      (-(2 * t₁ / r₀ ^ 3) - v₁ / r₀ ^ 2) (Iic r₀) r₀ ∧
    HasDerivWithinAt
      (fun r => groundEnergy (scaledHamiltonian !![t₁, 0; 0, t₂] !![v₁, 0; 0, v₂] r))
      (-(2 * t₂ / r₀ ^ 3) - v₂ / r₀ ^ 2) (Ici r₀) r₀ ∧
    (-(2 * t₂ / r₀ ^ 3) - v₂ / r₀ ^ 2) - (-(2 * t₁ / r₀ ^ 3) - v₁ / r₀ ^ 2) =
      -((t₂ - t₁) / r₀ ^ 3) := by
  have hne : r₀ ≠ 0 := hr₀.ne'
  have hE : ∀ r, groundEnergy (scaledHamiltonian !![t₁, 0; 0, t₂] !![v₁, 0; 0, v₂] r) =
      min (level t₁ v₁ r) (level t₂ v₂ r) := by
    intro r
    rw [scaledHamiltonian_eq, zero_div, groundEnergy_diagonal]
  have hv : v₂ = v₁ - (t₂ - t₁) / r₀ := by
    unfold level at hc
    field_simp at hc ⊢
    linarith
  -- the gap between the levels, factorised using their equality at `r₀`
  have gap : ∀ r, level t₂ v₂ r - level t₁ v₁ r = (t₂ - t₁) / r * (1 / r - 1 / r₀) := by
    intro r
    unfold level
    rw [hv]
    ring
  have hd : 0 ≤ t₂ - t₁ := sub_nonneg.2 ht
  simp only [hE]
  refine ⟨?_, ?_, ?_⟩
  · refine (hasDerivAt_level t₁ v₁ hne).hasDerivWithinAt.congr_of_eventuallyEq ?_
      (by rw [← hc, min_self])
    filter_upwards [self_mem_nhdsWithin, mem_nhdsWithin_of_mem_nhds (Ioi_mem_nhds hr₀)]
      with r h1 h2
    have hr : 0 < r := h2
    have hi : 1 / r₀ ≤ 1 / r := one_div_le_one_div_of_le hr h1
    have hg := mul_nonneg (div_nonneg hd hr.le) (sub_nonneg.2 hi)
    exact min_eq_left (by linarith [gap r])
  · refine (hasDerivAt_level t₂ v₂ hne).hasDerivWithinAt.congr_of_eventuallyEq ?_
      (by rw [hc, min_self])
    filter_upwards [self_mem_nhdsWithin] with r h1
    have hr : 0 < r := lt_of_lt_of_le hr₀ h1
    have hi : 1 / r ≤ 1 / r₀ := one_div_le_one_div_of_le hr₀ h1
    have hg := mul_nonneg (div_nonneg hd hr.le) (sub_nonneg.2 hi)
    exact min_eq_right (by linarith [gap r])
  · rw [hv]
    ring
```

## (g) No derivative at the crossing

**Task.** Show that for t₁ < t₂ the ground energy in (f) is not differentiable at r₀.

**Solution.** A derivative at r₀ would equal both one-sided derivatives. These differ by −(t₂ − t₁)/r₀³, which is strictly negative. In Lean, `e1` and `e2` are the two forced equalities, and `linarith` finds the contradiction with the jump.

```lean
/-- At a crossing of two uncoupled levels with different kinetic coefficients, the ground
energy is not differentiable in `r`. -/
theorem crossing_not_differentiable {t₁ t₂ v₁ v₂ r₀ : ℝ} (hr₀ : 0 < r₀) (ht : t₁ < t₂)
    (hc : level t₁ v₁ r₀ = level t₂ v₂ r₀) :
    ¬ DifferentiableAt ℝ
      (fun r => groundEnergy (scaledHamiltonian !![t₁, 0; 0, t₂] !![v₁, 0; 0, v₂] r)) r₀ := by
  intro h
  obtain ⟨hl, hr, hjump⟩ := crossing_slopes hr₀ ht.le hc
  -- a derivative would have to equal both one-sided slopes
  have e1 := UniqueDiffWithinAt.eq_deriv _ (uniqueDiffOn_Iic r₀ r₀ (mem_Iic.2 le_rfl))
    hl h.hasDerivAt.hasDerivWithinAt
  have e2 := UniqueDiffWithinAt.eq_deriv _ (uniqueDiffOn_Ici r₀ r₀ (mem_Ici.2 le_rfl))
    hr h.hasDerivAt.hasDerivWithinAt
  have hpos : 0 < (t₂ - t₁) / r₀ ^ 3 := div_pos (sub_pos.2 ht) (pow_pos hr₀ 3)
  linarith
```

## (h) The example at r = 1

**Task.** Apply this to T = diag(0, 1) and V = diag(0, −1).

**Solution.** The levels are 0 and 1/r² − 1/r, and both vanish at r = 1. For r > 0 the ground energy is

0 for r ≤ 1,
1/r² − 1/r for r ≥ 1.

The left derivative at r = 1 is 0. The right derivative is −2 + 1 = −1. The ground energy is continuous there but has a kink. For this two-level model, a smooth fit of the ground energy in r cannot be exact on an interval around r = 1, even though both matrix coefficients, 1/r² and 1/r, are smooth.

The proof checks the crossing by exact arithmetic and specialises (f) and (g).

```lean
/-- For `T = diag(0,1)` and `V = diag(0,-1)` the ground energy of `T/r² + V/r` has left
derivative `0` and right derivative `-1` at `r = 1`, and is not differentiable there. -/
theorem kink_at_one :
    HasDerivWithinAt
      (fun r => groundEnergy (scaledHamiltonian !![0, 0; 0, 1] !![0, 0; 0, -1] r))
      0 (Iic 1) 1 ∧
    HasDerivWithinAt
      (fun r => groundEnergy (scaledHamiltonian !![0, 0; 0, 1] !![0, 0; 0, -1] r))
      (-1) (Ici 1) 1 ∧
    ¬ DifferentiableAt ℝ
      (fun r => groundEnergy (scaledHamiltonian !![0, 0; 0, 1] !![0, 0; 0, -1] r)) 1 := by
  have hc : level 0 0 1 = level 1 (-1) 1 := by norm_num [level]
  obtain ⟨hl, hr, -⟩ := crossing_slopes one_pos zero_le_one hc
  exact ⟨hl.congr_deriv (by norm_num), hr.congr_deriv (by norm_num),
    crossing_not_differentiable one_pos zero_lt_one hc⟩
```

## (i) The coupled case

**Task.** Show that for g ≠ 0 the ground energy has continuous derivatives of every order at each r > 0.

**Solution.** Write ε₁(r) and ε₂(r) for the two diagonal elements from (d). By (b), the ground energy is

(ε₁ + ε₂ − √((ε₁ − ε₂)² + 4g²/r²))/2.

The radicand is at least 4g²/r², which is positive. The square root is smooth away from zero, and ε₁, ε₂ and g/r are smooth for r > 0, so the whole expression is smooth. Where ε₁ = ε₂, the two eigenvalues are separated by 2|g|/r: the crossing is avoided and the kink is rounded off. However small g is, as long as it is not zero, the ground energy of this model can be differentiated through the former crossing.

In Lean, `ContDiffAt ℝ n` for an arbitrary natural number `n` expresses continuous differentiability to order n. The equation `hE` inserts the closed form, `hpos` is the positivity of the radicand, and the last step assembles the smoothness of the parts.

```lean
/-- With a nonzero coupling `g` between the two levels, the ground energy is continuously
differentiable to every order at every `r > 0`. -/
theorem avoided_crossing_smooth (t₁ t₂ v₁ v₂ : ℝ) {g r : ℝ} (hg : g ≠ 0) (hr : 0 < r)
    (n : ℕ) :
    ContDiffAt ℝ n
      (fun r => groundEnergy (scaledHamiltonian !![t₁, 0; 0, t₂] !![v₁, g; g, v₂] r)) r := by
  have hE : (fun r => groundEnergy (scaledHamiltonian !![t₁, 0; 0, t₂] !![v₁, g; g, v₂] r)) =
      fun r => (level t₁ v₁ r + level t₂ v₂ r -
        √((level t₁ v₁ r - level t₂ v₂ r) ^ 2 + 4 * (g / r) ^ 2)) / 2 := by
    funext x
    rw [scaledHamiltonian_eq]
    exact (isLeast_energyLevels _ _ _).csInf_eq
  have hne : r ≠ 0 := hr.ne'
  have hid : ContDiffAt ℝ n (fun x : ℝ => x) r := contDiffAt_id
  have hlev : ∀ t v : ℝ, ContDiffAt ℝ n (fun x => level t v x) r := fun t v =>
    (contDiffAt_const.div (hid.pow 2) (pow_ne_zero 2 hne)).add (contDiffAt_const.div hid hne)
  have hgr : ContDiffAt ℝ n (fun x : ℝ => g / x) r := contDiffAt_const.div hid hne
  -- the coupling keeps the radicand away from zero
  have hpos : 0 < (level t₁ v₁ r - level t₂ v₂ r) ^ 2 + 4 * (g / r) ^ 2 := by positivity
  rw [hE]
  exact (((hlev t₁ v₁).add (hlev t₂ v₂)).sub
    (((((hlev t₁ v₁).sub (hlev t₂ v₂)).pow 2).add
      (contDiffAt_const.mul (hgr.pow 2))).sqrt hpos.ne')).div_const 2

end

end LevelCrossingKink
```

```lean
#print axioms LevelCrossingKink.kink_at_one
#print axioms LevelCrossingKink.avoided_crossing_smooth
```

```
'LevelCrossingKink.kink_at_one' depends on axioms: [propext, Classical.choice, Quot.sound]
'LevelCrossingKink.avoided_crossing_smooth' depends on axioms: [propext, Classical.choice, Quot.sound]
```
